# At fixed electron number, a filling of independent levels has least energy exactly when no filled level lies above an empty one

The electrons here do not interact: each level holds at most one of them, and the energy of a filling is the sum of its occupied levels. The theorem says that a finite set `S` of levels has the least energy among all sets of `N` levels exactly when it has `N` members itself and `ε i ≤ ε j` for every filled `i` and empty `j`. Equal levels are allowed, so the ground filling need not be unique. In one direction the proof moves a single electron from `i` to `j` and compares energies. In the other it sets `S` against a rival filling `T`, splits each into the levels they share and the levels they do not, and compares the unshared parts by way of the highest level filled only in `S`.

This version doesn't compile in Lean 4 with Mathlib:

```lean
import Mathlib

open Finset

namespace IsGroundIffAufbau

noncomputable section

variable {ι : Type*}

/-- The band energy of a filling: the sum of its singly occupied levels. -/
def bandEnergy (ε : ι → ℝ) (S : Finset ι) : ℝ := ∑ i ∈ S, ε i

/-- A ground filling has `N` electrons and the least band energy among all such fillings. -/
def IsGround (ε : ι → ℝ) (N : ℕ) (S : Finset ι) : Prop :=
  S.card = N ∧ ∀ T : Finset ι, T.card = N → bandEnergy ε S ≤ bandEnergy ε T

/-- Aufbau principle: an `N`-electron filling has minimum band energy exactly when no filled
level lies above an empty one. -/
theorem isGround_iff_aufbau [DecidableEq ι] (ε : ι → ℝ) (N : ℕ) (S : Finset ι) :
    IsGround ε N S ↔ S.card = N ∧ ∀ i ∈ S, ∀ j, j ∉ S → ε i ≤ ε j := by
  constructor
  · rintro ⟨hc, hmin⟩
    refine ⟨hc, fun i hi j hj => ?_⟩
    -- move one electron from level i to level j
    have hj' : j ∉ S.erase i := fun h => hj (Finset.mem_of_mem_erase h)
    have hcard : (insert j (S.erase i)).card = N := by
      rw [Finset.card_insert_of_notMem hj', Finset.card_erase_add_one hi, hc]
    have h := hmin _ hcard
    have hs := Finset.add_sum_erase S ε hi
    unfold bandEnergy at h
    rw [Finset.sum_insert hj'] at h
    linarith
  · rintro ⟨hc, ha⟩
    refine ⟨hc, fun T hT => ?_⟩
    have h1 := Finset.sum_inter_add_sum_diff S T ε
    have h2 := Finset.sum_inter_add_sum_diff T S ε
    rw [Finset.inter_comm] at h2
    have hcard : (S \ T).card = (T \ S).card := Finset.card_sdiff_comm (hc.trans hT.symm)
    -- the highest level filled only in S separates the two differences
    have h3 : ∑ i ∈ S \ T, ε i ≤ ∑ i ∈ T \ S, ε i := by
      rcases (S \ T).eq_empty_or_nonempty with he | hne
      · have he' : T \ S = ∅ := Finset.card_eq_zero.mp (by rw [← hcard, he, Finset.card_empty])
        rw [he, he']
      · obtain ⟨m, hm, hmax⟩ := Finset.exists_max_image (S \ T) ε hne
        calc ∑ i ∈ S \ T, ε i ≤ (S \ T).card • ε m := Finset.sum_le_card_nsmul _ _ _ hmax
          _ = (T \ S).card • ε m := by rw [hcard]
          _ ≤ ∑ i ∈ T \ S, ε i := Finset.card_nsmul_le_sum _ _ _ fun j hj =>
              ha m (Finset.mem_sdiff.mp hm).1 j (Finset.mem_sdiff.mp hj).2
    unfold bandEnergy
    linarith

end

end IsGroundIffAufbau
```

The compiler's answer:

```
Main.lean:36:15: error(lean.unknownIdentifier): Unknown constant `Finset.sum_inter_add_sum_diff`
```

The repair, with which the file compiles:

```diff
@@ -34,6 +34,6 @@
   · rintro ⟨hc, ha⟩
     refine ⟨hc, fun T hT => ?_⟩
-    have h1 := Finset.sum_inter_add_sum_diff S T ε
-    have h2 := Finset.sum_inter_add_sum_diff T S ε
+    have h1 := Finset.sum_inter_add_sum_sdiff S T ε
+    have h2 := Finset.sum_inter_add_sum_sdiff T S ε
     rw [Finset.inter_comm] at h2
     have hcard : (S \ T).card = (T \ S).card := Finset.card_sdiff_comm (hc.trans hT.symm)
```

Cause. "Unknown constant" means that Lean found no declaration called `Finset.sum_inter_add_sum_diff`. The proof needs the fact that the sum of `ε` over `S ∩ T` plus the sum over `S \ T` is the sum over `S`. Mathlib has this fact, but the last part of its name is `sdiff`, not `diff`.

The diff puts in the right name, `Finset.sum_inter_add_sum_sdiff`, and keeps the arguments as they were. It does so in two places, `h1` for `S` and `h2` for `T`. Only the first was reported, because the error stopped that branch of the proof before Lean reached the second, which would have failed in the same way. With both equations in hand, the closing `linarith` can cancel the shared levels and finish from `h3`, the inequality between the unshared parts. The argument itself did not have to change.
